# Orthonormal orbitals with the same span give the same Slater determinant up to a phase

Take two orthonormal lists of equally many orbitals in the finite-dimensional complex one-particle space over fragment and environment sites, with every orbital of the second list in the span of the first. The lemma says that their Slater determinants, defined here as exterior products with no numerical prefactor, differ only by a complex factor of modulus one. The proof treats both lists as orthonormal bases of their common span and restricts the exterior product to that space. An alternating map in as many arguments as the space has dimensions is fixed by its value on one basis, so its value on the other is that value times a change-of-basis determinant, which has modulus one because both bases are orthonormal.

The first attempt, which Lean rejects:

```lean
import Mathlib

open Module

namespace SlaterEmbedding

noncomputable section

variable {A B : Type*} [Fintype A] [Fintype B] [DecidableEq A] [DecidableEq B]

/-- One-particle space over fragment sites `A` and environment sites `B`. -/
abbrev Orb (A B : Type*) := EuclideanSpace ℂ (A ⊕ B)

/-- The Slater determinant of a list of orbitals, as their exterior product. -/
def slater {N : ℕ} (φ : Fin N → Orb A B) : ExteriorAlgebra ℂ (Orb A B) :=
  ExteriorAlgebra.ιMulti ℂ N φ

omit [DecidableEq A] [DecidableEq B] in
/-- Two orthonormal lists of equal length, the second in the span of the first, have the
same Slater determinant up to a phase. -/
theorem slater_rotate {M N : ℕ} (hMN : M = N) {φ : Fin N → Orb A B} {ψ : Fin M → Orb A B}
    (hφ : Orthonormal ℂ φ) (hψ : Orthonormal ℂ ψ)
    (hm : ∀ i, ψ i ∈ Submodule.span ℂ (Set.range φ)) :
    ∃ z : ℂ, ‖z‖ = 1 ∧ slater φ = z • slater ψ := by
  subst hMN
  let O := Submodule.span ℂ (Set.range φ)
  have hd : Fintype.card (Fin M) = finrank ℂ O :=
    (finrank_span_eq_card hφ.linearIndependent).symm
  let φ' : Fin M → O := fun i => ⟨φ i, Submodule.subset_span ⟨i, rfl⟩⟩
  let ψ' : Fin M → O := fun i => ⟨ψ i, hm i⟩
  have oφ : Orthonormal ℂ φ' := ⟨fun i => hφ.1 i, fun i j h => hφ.2 h⟩
  have oψ : Orthonormal ℂ ψ' := ⟨fun i => hψ.1 i, fun i j h => hψ.2 h⟩
  let p := OrthonormalBasis.mk oφ
    (oφ.linearIndependent.span_eq_top_of_card_eq_finrank' hd).ge
  let q := OrthonormalBasis.mk oψ
    (oψ.linearIndependent.span_eq_top_of_card_eq_finrank' hd).ge
  have hp : ⇑p = φ' := OrthonormalBasis.coe_mk _ _
  have hq : ⇑q.toBasis = ψ' := by
    rw [OrthonormalBasis.coe_toBasis]
    exact OrthonormalBasis.coe_mk _ _
  let f := (ExteriorAlgebra.ιMulti ℂ M (M := Orb A B)).compLinearMap O.subtype
  -- an alternating map is fixed by its value on one basis
  have hf : f = (LinearMap.toSpanSingleton ℂ _ (f q.toBasis)).compAlternatingMap
      q.toBasis.det := by
    refine Module.Basis.ext_alternating q.toBasis fun s hs => ?_
    let σ := Equiv.ofBijective s (Finite.injective_iff_bijective.mp hs)
    change f (⇑q.toBasis ∘ ⇑σ) = q.toBasis.det (⇑q.toBasis ∘ ⇑σ) • f q.toBasis
    rw [f.map_perm, q.toBasis.det.map_perm, q.toBasis.det_self]
    rcases Int.units_eq_one_or (Equiv.Perm.sign σ) with h | h <;> simp [h]
  refine ⟨q.toBasis.det p, q.det_to_matrix_orthonormalBasis p, ?_⟩
  have e1 : f p = slater φ := by rw [hp]; rfl
  have e2 : f q.toBasis = slater ψ := by rw [hq]; rfl
  rw [← e1, ← e2]
  exact DFunLike.congr_fun hf p

end

end SlaterEmbedding
```

The error:

```
Main.lean:54:8: error(lean.synthInstanceFailed): failed to synthesize instance of type class
  DFunLike (↥O [⋀^Fin M]→ₗ[ℂ] ExteriorAlgebra ℂ (Orb A B)) (OrthonormalBasis (Fin M) ℂ ↥O) ?m.547

Hint: Type class instance resolution failures can be inspected with the `set_option trace.Meta.synthInstance true` command.
```

Diagnosis. The message says that Lean looked for a way to treat alternating maps on `O` as functions whose argument is an `OrthonormalBasis`, and found none. Such a map takes a family of vectors, `Fin M → O`. The basis `p` can be coerced to such a family, and in `f p` Lean does this silently, because the argument type is already known. In `DFunLike.congr_fun hf p` the argument type is still open when `p` is read, so Lean takes it to be the type of `p` itself. No coercion is inserted, and the search for a `DFunLike` instance with that argument type fails.

Writing `⇑p` makes the coercion explicit. The argument is now a function `Fin M → O`, which fits the existing instance, and the equality `hf` can be evaluated there. Naming the result `h` and closing the goal with `exact h` is mere tidying as far as the message shows: the error concerns only the type of the argument.

Lean accepts the file once it reads:

```diff
@@ -52,5 +52,6 @@
   have e2 : f q.toBasis = slater ψ := by rw [hq]; rfl
   rw [← e1, ← e2]
-  exact DFunLike.congr_fun hf p
+  have h := DFunLike.congr_fun hf (⇑p)
+  exact h
 
 end
```
